# The Pauli matrices of a single qubit, and the identity, each square to the identity

The declaration `pauli_sq` states that each of the four matrices 1, X, Y and Z, multiplied by itself, gives the identity. These are 2 × 2 complex matrices acting on a single qubit, and the statement involves no state and no Hamiltonian. The attempt takes the four labels one by one, splits each matrix equation into its four entries, and asks `simp` to work out every entry from the formula for a matrix product.

As first written in Lean, the proof fails:

```lean
import Mathlib

open Matrix

namespace InvolutionPropagator

noncomputable section

/-- Labels of the four single-qubit Pauli matrices, identity included. -/
inductive PauliLabel
  | one | X | Y | Z

/-- The single-qubit Pauli matrix with a given label. -/
def pauli : PauliLabel → Matrix (Fin 2) (Fin 2) ℂ
  | .one => 1
  | .X => !![0, 1; 1, 0]
  | .Y => !![0, -Complex.I; Complex.I, 0]
  | .Z => !![1, 0; 0, -1]

/-- Each single-qubit Pauli matrix squares to the identity. -/
theorem pauli_sq (a : PauliLabel) : pauli a * pauli a = 1 := by
  cases a <;> ext i j <;> fin_cases i <;> fin_cases j <;>
    simp [pauli, Matrix.mul_apply, Fin.sum_univ_succ]

end

end InvolutionPropagator
```

The error:

```
Main.lean:21:61: error: unsolved goals
case one.«1».«1»
⊢ 1 1 (Fin.succ 0) * 1 (Fin.succ 0) 1 = 1
```

Lean accepts the file once it reads:

```diff
@@ -20,6 +20,10 @@
 /-- Each single-qubit Pauli matrix squares to the identity. -/
 theorem pauli_sq (a : PauliLabel) : pauli a * pauli a = 1 := by
-  cases a <;> ext i j <;> fin_cases i <;> fin_cases j <;>
-    simp [pauli, Matrix.mul_apply, Fin.sum_univ_succ]
+  cases a
+  case one => simp [pauli]
+  all_goals
+    ext i j
+    fin_cases i <;> fin_cases j <;>
+      simp [pauli, Matrix.mul_apply, Fin.sum_univ_succ]
 
 end
```

What went wrong. The one goal left open is the lower right entry for the label `one`, where the matrix is the identity, written `1` and not as a table of entries. Here the product was expanded into a sum by `Matrix.mul_apply`, and `Fin.sum_univ_succ` wrote the second summation index as `Fin.succ 0`. That index equals `1`, but `simp` left it in this form, so it did not recognise `1 1 (Fin.succ 0)` as a diagonal entry of the identity matrix, and the true equation stayed unproved.

The repair treats `one` separately, before any entries are taken. There `simp [pauli]` has only to prove that the identity matrix times itself is the identity, and no sum or index appears. X, Y and Z, about which Lean had no complaint, keep the entrywise calculation, now under `all_goals`. Putting `ext i j` on its own line is mere tidying.
